# Half the worldline propagator turns a continuous source into a closed path accelerated by the source minus its mean

Suppose a coordinate \(x\) runs around a loop of proper time \(T>0\) and is driven by a source \(f\), and suppose we solve \(x''=f\) by integrating \(f\) against half the worldline kernel

\[
G(t)=|t|-\frac{t^2}{T}.
\]

For the constant source \(f=1\) this gives \(x(t)=T^2/12\), a path at rest. Its acceleration is 0 where the equation asked for 1. Half of \(G\) is therefore not an inverse of \(d^2/dt^2\), and a calculation that treats it as one loses a constant force without warning.

What the kernel does give, for \(T>0\) and \(f\) continuous on \([0,T]\), is a path

\[
x(t)=\frac12\int_0^T G(t-s)\,f(s)\,ds,\qquad x''(t)=f(t)-\bar f,\qquad \bar f=\frac1T\int_0^T f(s)\,ds,
\]

whose position and velocity agree at \(0\) and \(T\). A path is called closed here when both its position and its velocity return to their initial values. A second theorem says that, under the same hypotheses on \(T\) and \(f\), the equation \(y''=f\) has a closed solution \(y\) exactly when \(\int_0^T f\,ds=0\). The counter-examples below, which show what each hypothesis is for, are ordinary arguments and were not compiled.

## The loop and its source in Lean

In one-loop QED, \(G\) contracts the coordinates of a charged particle on its closed worldline; the theorems treat a single coordinate of such a path, free apart from a prescribed continuous source. With the common Euclidean kinetic action \(\frac14\int \dot x^2\,dt\), and with the mean position of the loop held fixed, the two-point function of the path is \(-G\) up to an additive constant, so "propagator" here names the kernel without that sign. The source \(f\) is measured as an acceleration, with all kinetic prefactors absorbed.

```lean
import Mathlib

open MeasureTheory Set

namespace WorldlinePropagator

noncomputable section

/-- The worldline propagator `G(t) = |t| - t²/T` on a loop of proper time `T ≠ 0`. -/
def propagator (T t : ℝ) : ℝ := |t| - t ^ 2 / T

/-- The path `x(t) = ½ ∫₀ᵀ G(t-s) f(s) ds` produced by the source `f`, for `T ≠ 0`. -/
def response (T : ℝ) (f : ℝ → ℝ) (t : ℝ) : ℝ :=
  1 / 2 * ∫ s in (0 : ℝ)..T, propagator T (t - s) * f s

/-- The mean of the source over the loop, for `T ≠ 0`. -/
def meanSource (T : ℝ) (f : ℝ → ℝ) : ℝ := (∫ s in (0 : ℝ)..T, f s) / T

/-- For `T > 0`: the path `y` has velocity `v` and acceleration `a` on `[0,T]`, with one-sided
derivatives at the ends, and both position and velocity agree at `0` and `T`. -/
def IsClosedTrajectory (T : ℝ) (a y v : ℝ → ℝ) : Prop :=
  (∀ t ∈ Icc 0 T, HasDerivWithinAt y (v t) (Icc 0 T) t ∧
    HasDerivWithinAt v (a t) (Icc 0 T) t) ∧ y 0 = y T ∧ v 0 = v T
```

`propagator T` is \(G\), `response T f` is \(x\), and `meanSource T f` is \(\bar f\). Sources and paths are functions on the whole real line, but `IsClosedTrajectory T a y v` looks only at `Icc 0 T`, the closed interval \([0,T]\). It says that there \(y'=v\) and \(v'=a\), with `HasDerivWithinAt` supplying one-sided derivatives at the ends, and that \(y(0)=y(T)\) and \(v(0)=v(T)\). The accelerations at the two ends need not match, so \(f(0)\ne f(T)\) is allowed.

## Times between 0 and T

The condition \(0\le t\le T\) says that the path is observed on one circuit of the loop. By hand, it lets us split the integral at the kink \(s=t\). Write

\[
M_n(t)=\int_0^t s^n f(s)\,ds .
\]

The part with the absolute value is

\[
\begin{aligned}
\int_0^T|t-s|\,f(s)\,ds&=\int_0^t(t-s)f(s)\,ds+\int_t^T(s-t)f(s)\,ds\\
&=2tM_0(t)-2M_1(t)+M_1(T)-tM_0(T),
\end{aligned}
\]

and the quadratic part is

\[
\int_0^T(t-s)^2f(s)\,ds=t^2M_0(T)-2tM_1(T)+M_2(T).
\]

Together they give

\[
x(t)=tM_0(t)-M_1(t)+\frac{M_1(T)-tM_0(T)}2-\frac{t^2M_0(T)-2tM_1(T)+M_2(T)}{2T}.
\]

If \(t>T\), then \(|t-s|=t-s\) for every \(s\) in the integral, and two derivatives leave \(x''(t)=-\bar f\), whatever value \(f\) has at \(t\). The integral formula therefore does not continue the path around the loop a second time; for that, the path must be repeated periodically. For the same reason the derivatives at the ends are one-sided.

In Lean, \(M_n(t)\) is `moment f n t`.

```lean
/-- The running moment `∫₀ᵗ sⁿ f(s) ds` of the source. -/
def moment (f : ℝ → ℝ) (n : ℕ) (t : ℝ) : ℝ := ∫ s in (0 : ℝ)..t, s ^ n * f s

/-- A continuous source integrated against a quadratic polynomial is a combination of
its first three moments. -/
theorem integral_quadratic {f : ℝ → ℝ} (hf : Continuous f) (a b c₀ c₁ c₂ : ℝ) :
    ∫ s in a..b, (c₀ + c₁ * s + c₂ * s ^ 2) * f s =
      c₀ * (moment f 0 b - moment f 0 a) + c₁ * (moment f 1 b - moment f 1 a)
        + c₂ * (moment f 2 b - moment f 2 a) := by
  have hi : ∀ (n : ℕ) (p q : ℝ), IntervalIntegrable (fun s => s ^ n * f s) volume p q :=
    fun n p q => Continuous.intervalIntegrable (by fun_prop) p q
  have hm : ∀ n : ℕ, moment f n b - moment f n a = ∫ s in a..b, s ^ n * f s :=
    fun n => intervalIntegral.integral_interval_sub_left (hi n 0 b) (hi n 0 a)
  have hs : ∫ s in a..b, (c₀ + c₁ * s + c₂ * s ^ 2) * f s =
      ∫ s in a..b, (c₀ * (s ^ 0 * f s) + c₁ * (s ^ 1 * f s) + c₂ * (s ^ 2 * f s)) := by
    congr 1
    ext s
    ring
  rw [hs, hm 0, hm 1, hm 2, intervalIntegral.integral_add, intervalIntegral.integral_add,
    intervalIntegral.integral_const_mul, intervalIntegral.integral_const_mul,
    intervalIntegral.integral_const_mul]
  all_goals exact Continuous.intervalIntegrable (by fun_prop) _ _

/-- On `[0,T]`, the path produced by a continuous source, written through moments of the
source. -/
theorem response_eq {f : ℝ → ℝ} (hf : Continuous f) {T t : ℝ} (ht : t ∈ Icc 0 T) :
    response T f t = t * moment f 0 t - moment f 1 t + (moment f 1 T - t * moment f 0 T) / 2
      - (t * (t * moment f 0 T - 2 * moment f 1 T) + moment f 2 T) / (2 * T) := by
  have hc : ∀ a b : ℝ,
      IntervalIntegrable (fun s => propagator T (t - s) * f s) volume a b :=
    fun a b => Continuous.intervalIntegrable (by unfold propagator; fun_prop) a b
  -- on each side of the kink s = t the propagator is a quadratic polynomial
  have e₁ : ∫ s in (0 : ℝ)..t, propagator T (t - s) * f s = ∫ s in (0 : ℝ)..t,
      ((t - t ^ 2 / T) + (-1 + 2 * t / T) * s + (-1 / T) * s ^ 2) * f s := by
    apply intervalIntegral.integral_congr
    intro s hs
    rw [uIcc_of_le ht.1] at hs
    simp only [propagator, abs_of_nonneg (sub_nonneg.mpr hs.2)]
    ring
  have e₂ : ∫ s in t..T, propagator T (t - s) * f s = ∫ s in t..T,
      ((-t - t ^ 2 / T) + (1 + 2 * t / T) * s + (-1 / T) * s ^ 2) * f s := by
    apply intervalIntegral.integral_congr
    intro s hs
    rw [uIcc_of_le ht.2] at hs
    simp only [propagator, abs_of_nonpos (sub_nonpos.mpr hs.1)]
    ring
  have z : ∀ n, moment f n 0 = 0 := fun n => intervalIntegral.integral_same
  rw [response, ← intervalIntegral.integral_add_adjacent_intervals (hc 0 t) (hc t T),
    e₁, e₂, integral_quadratic hf, integral_quadratic hf, z, z, z]
  ring
```

`integral_quadratic` is linearity of the integral: a quadratic polynomial times \(f\) integrates to a combination of differences of \(M_0\), \(M_1\) and \(M_2\). In `response_eq`, the steps `e₁` and `e₂` replace \(G(t-s)\) by its quadratic on the left and on the right of the kink. The two halves of `ht`, \(0\le t\) and \(t\le T\), fix the sign of \(t-s\) on each side. The final `ring` collects the terms into the formula for \(x(t)\). Both lemmas take \(f\) continuous on the whole line, a requirement that the main theorem relaxes.

## A source without jumps

Continuity of \(f\) on \([0,T]\) means that the force changes gradually and gives no kicks. By hand, it is used when the moments are differentiated. The fundamental theorem of calculus gives \(M_n'(t)=t^nf(t)\) at every point, hence

\[
x'(t)=M_0(t)+tf(t)-tf(t)-\frac{M_0(T)}2-\frac{tM_0(T)-M_1(T)}T .
\]

The two terms \(tf(t)\) cancel, and a second derivative gives

\[
x''(t)=f(t)-\frac{M_0(T)}T=f(t)-\bar f .
\]

A single jump is enough to break this. Let \(f=-1\) on \([0,T/2)\) and \(f=+1\) on \([T/2,T]\), so that \(\bar f=0\). The velocity then has a corner at \(T/2\), with slope \(-1\) on the left and \(+1\) on the right, and there is no second derivative at that point. No other path does better, because any velocity with slope \(-1\) before \(T/2\) arrives there with left derivative \(-1\). Both theorems thus fail if continuity is weakened to piecewise continuity.

Continuity also excludes the sources of an actual photon amplitude. At each vertex the photon's momentum enters as a delta-function source, and its polarization, which multiplies the velocity, enters as the derivative of one. The theorems do not cover such sources.

In the proof of `response_isClosedTrajectory`, printed under the next heading, continuity first allows \(f\) to be replaced by a continuous function `g` that equals \(f\) on \([0,T]\) and is frozen at the end values outside; `hk` records that no integral over the loop changes. The continuity of `g` is then needed by `response_eq`, for integrability, and by `dm`, which differentiates the moments of `g`.

## A loop of positive length

\(T\) is the total proper time of the loop. By hand, \(T>0\) puts the end points in order and allows \(T/T=1\) when the path is closed. At the ends,

\[
x(0)=\frac{M_1(T)}2-\frac{M_2(T)}{2T},
\]

\[
x(T)=TM_0(T)-M_1(T)+\frac{M_1(T)-TM_0(T)}2-\frac{TM_0(T)}2+M_1(T)-\frac{M_2(T)}{2T}=x(0),
\]

and for the velocity

\[
x'(T)=M_0(T)-\frac{M_0(T)}2-M_0(T)+\frac{M_1(T)}T=-\frac{M_0(T)}2+\frac{M_1(T)}T=x'(0).
\]

The term \(-t^2/T\) in \(G\) is what closes the path, and it is also what subtracts the mean.

For negative \(T\) the interval \([0,T]\) is empty, and constant functions count as a closed trajectory for any source. With \(f=1\) the integral is \(T\ne0\), so the equivalence in the second theorem fails. At \(T=0\) the interval is a single point, and both theorems would hold without saying anything.

```lean
/-- For `T > 0` and a source continuous on `[0,T]`, the path `½ ∫₀ᵀ G(t-s) f(s) ds` is a
closed trajectory whose acceleration is the source minus its mean. -/
theorem response_isClosedTrajectory {T : ℝ} (hT : 0 < T) {f : ℝ → ℝ}
    (hf : ContinuousOn f (Icc 0 T)) :
    ∃ v, IsClosedTrajectory T (fun t => f t - meanSource T f) (response T f) v := by
  -- extend the source continuously to the whole line; no integral changes
  obtain ⟨g, hg, fg⟩ : ∃ g : ℝ → ℝ, Continuous g ∧ ∀ s ∈ Icc 0 T, g s = f s :=
    ⟨fun s => f (max 0 (min s T)),
      hf.comp_continuous (by fun_prop)
        (fun s => ⟨le_max_left _ _, max_le hT.le (min_le_right _ _)⟩),
      fun s hs => by simp only [min_eq_left hs.2, max_eq_right hs.1]⟩
  have hk : ∀ k : ℝ → ℝ, ∫ s in (0 : ℝ)..T, k s * f s = ∫ s in (0 : ℝ)..T, k s * g s := by
    intro k
    apply intervalIntegral.integral_congr
    intro s hs
    rw [uIcc_of_le hT.le] at hs
    simp only [fg s hs]
  have hr : response T f = response T g := by
    funext t
    exact congrArg (fun z => 1 / 2 * z) (hk fun s => propagator T (t - s))
  have ha : meanSource T f = moment g 0 T / T := by
    have h := hk fun s => s ^ 0
    simp only [pow_zero, one_mul] at h
    simp only [meanSource, moment, pow_zero, one_mul, h]
  have dm : ∀ (n : ℕ) (t : ℝ), HasDerivAt (moment g n) (t ^ n * g t) t := fun n t =>
    (Continuous.integral_hasStrictDerivAt (f := fun s => s ^ n * g s)
      (by fun_prop) 0 t).hasDerivAt
  have z : ∀ n, moment g n 0 = 0 := fun n => intervalIntegral.integral_same
  have hTT : T * T⁻¹ = 1 := mul_inv_cancel₀ hT.ne'
  rw [hr]
  refine ⟨fun t => moment g 0 t - moment g 0 T / 2 - (t * moment g 0 T - moment g 1 T) / T,
    fun t ht => ⟨?_, ?_⟩, ?_, ?_⟩
  · -- first derivative
    have d := (((hasDerivAt_id' t).fun_mul (dm 0 t)).fun_sub (dm 1 t)).fun_add
      ((((hasDerivAt_id' t).mul_const (moment g 0 T)).const_sub (moment g 1 T)).div_const 2)
    have q := (((hasDerivAt_id' t).fun_mul (((hasDerivAt_id' t).mul_const
      (moment g 0 T)).sub_const (2 * moment g 1 T))).add_const (moment g 2 T)).div_const (2 * T)
    refine ((d.fun_sub q).hasDerivWithinAt.congr (fun s hs => response_eq hg hs)
      (response_eq hg ht)).congr_deriv ?_
    beta_reduce
    ring
  · -- second derivative
    have d := ((dm 0 t).sub_const (moment g 0 T / 2)).fun_sub
      ((((hasDerivAt_id' t).mul_const (moment g 0 T)).sub_const (moment g 1 T)).div_const T)
    refine d.hasDerivWithinAt.congr_deriv ?_
    beta_reduce
    rw [ha, ← fg t ht]
    ring
  · rw [response_eq hg ⟨le_rfl, hT.le⟩, response_eq hg ⟨hT.le, le_rfl⟩, z, z]
    linear_combination (T * moment g 0 T / 2 - moment g 1 T) * hTT
  · beta_reduce
    rw [z]
    linear_combination moment g 0 T * hTT
```

In words: for \(T>0\) and \(f\) continuous on \([0,T]\), there is a velocity \(v\) that makes `response T f` a closed trajectory with acceleration \(f-\bar f\). The statement does not display \(v\), but a derivative on an interval of positive length is unique, so \(v=x'\) there.

The proof supplies the formula for \(x'\) found above and leaves four goals. The first differentiates the closed form of \(x\), the second differentiates \(x'\), and the last two compare the values at \(0\) and \(T\). The positivity of \(T\) enters those comparisons through `hTT`, which is \(T\cdot T^{-1}=1\), and it also places both end points in the interval.

## A source with zero total

The condition \(\int_0^Tf\,ds=0\) says that the net impulse over one circuit vanishes. In a one-loop photon amplitude the corresponding condition is that the external momenta sum to zero. It is not assumed in the first theorem; in the second it is one side of the equivalence.

By hand, let \((y,v)\) be a closed trajectory with acceleration \(f\), and let \(w\) be the velocity of the propagator path \(x\). Put

\[
u(s)=v(s)-w(s)-\bar f s,\qquad u'(s)=f(s)-\bigl(f(s)-\bar f\bigr)-\bar f=0 .
\]

So \(u\) is constant and \(u(T)=u(0)\). Since \(v\) and \(w\) each return to their initial values, what remains is \(\bar fT=0\), which is \(\int_0^Tf\,ds=0\). Conversely, if the integral vanishes then \(\bar f=0\), and \(x\) itself is a closed path with \(x''=f\).

Without the condition there is no closed solution at all. For \(f=1\) the velocity grows by \(T\) in each circuit and cannot return to its initial value. The rest path of the opening example solves a different equation, \(x''=0\), in which the mean has been removed from the source.

```lean
/-- A quantity whose derivative vanishes throughout `[0,T]` keeps its initial value. -/
theorem eq_initial {T t : ℝ} {u : ℝ → ℝ}
    (hu : ∀ s ∈ Icc 0 T, HasDerivWithinAt u 0 (Icc 0 T) s) (ht : t ∈ Icc 0 T) :
    u t = u 0 := by
  have h := Convex.norm_image_sub_le_of_norm_hasDerivWithin_le (f' := fun _ => (0 : ℝ))
    (C := 0) hu (fun _ _ => by simp) (convex_Icc 0 T)
    (left_mem_Icc.mpr (ht.1.trans ht.2)) ht
  rw [zero_mul] at h
  exact sub_eq_zero.mp (norm_le_zero_iff.mp h)

/-- For `T > 0` and a source continuous on `[0,T]`, a closed trajectory with acceleration
`f` exists exactly when the integral of `f` over the loop vanishes. -/
theorem exists_closedTrajectory_iff {T : ℝ} (hT : 0 < T) {f : ℝ → ℝ}
    (hf : ContinuousOn f (Icc 0 T)) :
    (∃ y v, IsClosedTrajectory T f y v) ↔ ∫ s in (0 : ℝ)..T, f s = 0 := by
  obtain ⟨w, hr⟩ := response_isClosedTrajectory hT hf
  constructor
  · rintro ⟨y, v, hy⟩
    -- compare the velocity with that of the propagator solution
    have h : v T - w T - meanSource T f * T = v 0 - w 0 - meanSource T f * 0 :=
      eq_initial (u := fun s => v s - w s - meanSource T f * s)
        (fun s hs => (((hy.1 s hs).2.fun_sub (hr.1 s hs).2).fun_sub
          ((hasDerivAt_id' s).hasDerivWithinAt.const_mul (meanSource T f))).congr_deriv
            (by ring)) ⟨hT.le, le_rfl⟩
    have hm : meanSource T f * T = 0 := by
      linear_combination -h - hy.2.2 + hr.2.2
    rwa [meanSource, div_mul_cancel₀ _ hT.ne'] at hm
  · intro h
    have hm : meanSource T f = 0 := by rw [meanSource, h, zero_div]
    simp only [hm, sub_zero] at hr
    exact ⟨_, _, hr⟩

end

end WorldlinePropagator
```

`eq_initial` is the step from \(u'=0\) to \(u\) constant. It comes from the mean value inequality: a derivative bounded by 0 allows a change of at most 0. In `exists_closedTrajectory_iff`, the first direction applies it to the function \(u\) above, and `linear_combination` then inserts the two closure conditions to reach \(\bar fT=0\). The other direction sets the mean to zero in the first theorem and reads off the trajectory.

```lean
#print axioms WorldlinePropagator.response_isClosedTrajectory
#print axioms WorldlinePropagator.exists_closedTrajectory_iff
```

```
'WorldlinePropagator.response_isClosedTrajectory' depends on axioms: [propext, Classical.choice, Quot.sound]
'WorldlinePropagator.exists_closedTrajectory_iff' depends on axioms: [propext, Classical.choice, Quot.sound]
```
